# A cubic switch in the squared distance has a continuous slope but no second derivative at its end points

To bring a pair potential to zero between two distances $a$ and $b$ without a jump in energy or force, we multiply it by a switch, and we model that switch as a function on the whole real line, given by three branches, although a distance is never negative. The extension costs nothing, since the switch is constant for all $r\le a$, and statements on the whole line restrict at once to $r>0$. The slope is not part of the definition: it has a formula of its own, which is proved to be the derivative.

For $0<a<b$ write $D=b^2-a^2$ and let

$$
S(r)=\begin{cases}1 & r\le a,\\ P(r) & a<r\le b,\\ 0 & r>b,\end{cases}
\qquad
P(r)=\frac{(b^2-r^2)^2(b^2+2r^2-3a^2)}{D^3}.
$$

Then $S$ is continuously differentiable and nonincreasing, and its derivative $S'$ is differentiable neither at $a$ nor at $b$.

In molecular dynamics this means that a pair potential whose force is continuous in the distance $r>0$ still has a continuous force after switching, while the curvature of the switch, which enters Hessians and normal-mode frequencies, jumps at both ends. Because $P$ depends on $r$ only through $r^2$, the switch can be evaluated without a square root.

## Slope and curvature by hand

**The joints match in value.** At $r=a$ the numerator of $P$ is $D^2\cdot D$, so $P(a)=1$. At $r=b$ the factor $(b^2-r^2)^2$ vanishes, so $P(b)=0$.

**The slope factorises.** Put $u=r^2$. The product rule gives

$$
\frac{dP}{du}=\frac{-2(b^2-u)(b^2+2u-3a^2)+2(b^2-u)^2}{D^3}
=\frac{-6(b^2-u)(u-a^2)}{D^3},
$$

and $du/dr=2r$ turns this into

$$
P'(r)=-\frac{12\,r\,(b^2-r^2)(r^2-a^2)}{D^3}.
$$

The factor $2r$ is easily lost here. The shortened expression still vanishes at both joints and still has the right sign, so neither check reveals the error, but the forces come out wrong. Dimensions do reveal it: $S$ is a pure number, so its slope must be an inverse length, whereas $dP/du$ is an inverse length squared.

**The branches join smoothly.** Since $P'(a)=P'(b)=0$, neighbouring branches agree in value and slope at each joint. The difference quotients from the left and from the right then have the same limit, so $S$ is differentiable there. Its derivative is $P'$ between $a$ and $b$ and zero elsewhere, which is continuous. For $a<r\le b$ the factors $r$, $b^2-r^2$, $r^2-a^2$ and $D^3$ are all nonnegative, so $S'\le 0$ and $S$ is nonincreasing.

**The curvature jumps.** Differentiating once more,

$$
P''(r)=-\frac{12\left[(b^2-r^2)(r^2-a^2)+2r^2(a^2+b^2-2r^2)\right]}{D^3}.
$$

At the ends the first term in the bracket vanishes, and

$$
P''(a)=-\frac{24a^2}{D^2},\qquad P''(b)=\frac{24b^2}{D^2}.
$$

The constant branches contribute curvature $0$ from the other side. Both values above are nonzero, so the one-sided slopes of $S'$ differ at each joint and $S'$ has no derivative there.

**Bounds and products.** A nonincreasing function that starts at $1$ and ends at $0$ stays between them. If a pair potential $V$ is continuously differentiable on $r>0$, then $(VS)'=V'S+VS'$ is continuous there as well.

## The switch and its slope in Lean

```lean
import Mathlib

open Set

namespace SquaredDistanceSwitch

noncomputable section
```

The parameters `a`, `b` and the distance `r` are real numbers. The middle branch $P$ is `midSwitch`.

```lean
/-- The switching polynomial in the squared distance, for `a² ≠ b²`. -/
def midSwitch (a b r : ℝ) : ℝ :=
  (b ^ 2 - r ^ 2) ^ 2 * (b ^ 2 + 2 * r ^ 2 - 3 * a ^ 2) / (b ^ 2 - a ^ 2) ^ 3
```

The switch $S$ is `switch a b`, a function from the reals to the reals. The definition accepts any parameters; the condition $0<a<b$ enters as the hypotheses `ha` and `hab` of the theorems. It says that the switching region has positive width and begins at a positive distance.

```lean
/-- The switch: one up to `a`, the switching polynomial between `a` and `b`, zero beyond `b`;
its domain of parameters is `0 < a < b`. -/
def switch (a b r : ℝ) : ℝ :=
  if r ≤ a then 1 else if r ≤ b then midSwitch a b r else 0
```

The next two definitions record the candidates for $P'$ and $S'$. At this point they are only formulas.

```lean
/-- The factorised slope formula for the switching region, for `a² ≠ b²`. -/
def midSlope (a b r : ℝ) : ℝ :=
  -12 * r * (b ^ 2 - r ^ 2) * (r ^ 2 - a ^ 2) / (b ^ 2 - a ^ 2) ^ 3

/-- The piecewise slope formula: zero outside the switching region, `midSlope` inside it;
its domain of parameters is `0 < a < b`. -/
def switchSlope (a b r : ℝ) : ℝ :=
  if r ≤ a then 0 else if r ≤ b then midSlope a b r else 0
```

## Gluing two branches

The joining argument is stated for arbitrary branches `f` and `g` with derivatives `f'` and `g'` that meet at `c`. `HasDerivAt F m x` means that `F` is differentiable at `x` with derivative `m`.

```lean
/-- Two differentiable branches that agree in value and in slope at a joint `c` form
a differentiable function, whose slope is that of the branch in force. -/
theorem hasDerivAt_glue {f g f' g' : ℝ → ℝ} {c : ℝ}
    (hf : ∀ x, HasDerivAt f (f' x) x) (hg : ∀ x, HasDerivAt g (g' x) x)
    (h0 : f c = g c) (h1 : f' c = g' c) (x : ℝ) :
    HasDerivAt (fun y => if y ≤ c then f y else g y) (if x ≤ c then f' x else g' x) x := by
  rcases lt_trichotomy x c with h | h | h
  · rw [if_pos h.le]
    refine (hf x).congr_of_eventuallyEq ?_
    filter_upwards [Iio_mem_nhds h] with y hy
    exact if_pos (mem_Iio.mp hy).le
  · -- at the joint the two one-sided derivatives coincide
    rw [h, if_pos le_rfl]
    have hl : HasDerivWithinAt (fun y => if y ≤ c then f y else g y) (f' c) (Iic c) c :=
      (hf c).hasDerivWithinAt.congr (fun y hy => if_pos hy) (if_pos le_rfl)
    have hr : HasDerivWithinAt (fun y => if y ≤ c then f y else g y) (f' c) (Ici c) c := by
      rw [h1]
      refine (hg c).hasDerivWithinAt.congr (fun y hy => ?_) ((if_pos le_rfl).trans h0)
      rcases eq_or_lt_of_le (mem_Ici.mp hy) with e | e
      · rw [← e]
        exact (if_pos le_rfl).trans h0
      · exact if_neg (not_le.mpr e)
    have hu := hl.union hr
    rw [Iic_union_Ici] at hu
    exact hasDerivWithinAt_univ.mp hu
  · rw [if_neg (not_le.mpr h)]
    refine (hg x).congr_of_eventuallyEq ?_
    filter_upwards [Ioi_mem_nhds h] with y hy
    exact if_neg (not_le.mpr (mem_Ioi.mp hy))
```

The proof splits on the position of `x`. Strictly to one side of `c`, the glued function coincides with a single branch near `x` and inherits its derivative. At `c` itself, `hl` and `hr` are the derivatives within the half-lines `Iic c` (all $y\le c$) and `Ici c` (all $y\ge c$). They have the same value, and the two half-lines together make up the real line, so the ordinary derivative exists.

```lean
/-- For `0 < a < b` the derivative of the switch at every distance is `switchSlope`. -/
theorem hasDerivAt_switch {a b : ℝ} (ha : 0 < a) (hab : a < b) (r : ℝ) :
    HasDerivAt (switch a b) (switchSlope a b r) r := by
  have hD : b ^ 2 - a ^ 2 ≠ 0 := by nlinarith
  have hmid : ∀ x, HasDerivAt (midSwitch a b) (midSlope a b x) x := by
    intro x
    have h2 : HasDerivAt (fun y : ℝ => y ^ 2) (2 * x) x := by
      simpa using hasDerivAt_pow 2 x
    have h := (((h2.const_sub (b ^ 2)).fun_pow 2).fun_mul
      (((h2.const_mul 2).const_add (b ^ 2)).sub_const (3 * a ^ 2))).div_const
        ((b ^ 2 - a ^ 2) ^ 3)
    refine h.congr_deriv ?_
    have e : (2 : ℕ) - 1 = 1 := rfl
    simp only [e, midSlope]
    push_cast
    ring
  have hone : midSwitch a b a = 1 := by
    unfold midSwitch
    rw [div_eq_iff (pow_ne_zero 3 hD)]
    ring
  -- glue first at `b`, then at `a`
  have inner := hasDerivAt_glue (f := midSwitch a b) (g := fun _ => 0)
    (f' := midSlope a b) (g' := fun _ => 0) (c := b) hmid
    (fun x => hasDerivAt_const x (0 : ℝ)) (by simp [midSwitch]) (by simp [midSlope])
  exact hasDerivAt_glue (f := fun _ => 1) (g := fun x => if x ≤ b then midSwitch a b x else 0)
    (f' := fun _ => 0) (g' := fun x => if x ≤ b then midSlope a b x else 0) (c := a)
    (fun x => hasDerivAt_const x (1 : ℝ)) inner
    (by simp [hab.le, hone]) (by simp [midSlope]) r
```

Here `hmid` is the calculation of $P'$: the product and chain rules produce an expression, and `ring` identifies it with the factorised form. `hone` is $P(a)=1$. The gluing lemma is applied first at $b$, to join $P$ to zero, and then at $a$, to join the constant $1$ to the result.

## One-sided curvatures

```lean
/-- The derivative of the midregion slope formula. -/
theorem hasDerivAt_midSlope (a b r : ℝ) :
    HasDerivAt (midSlope a b)
      (-12 * ((b ^ 2 - r ^ 2) * (r ^ 2 - a ^ 2) + 2 * r ^ 2 * (a ^ 2 + b ^ 2 - 2 * r ^ 2))
        / (b ^ 2 - a ^ 2) ^ 3) r := by
  have h2 : HasDerivAt (fun y : ℝ => y ^ 2) (2 * r) r := by
    simpa using hasDerivAt_pow 2 r
  have h := ((((hasDerivAt_id' r).const_mul (-12)).fun_mul (h2.const_sub (b ^ 2))).fun_mul
    (h2.sub_const (a ^ 2))).div_const ((b ^ 2 - a ^ 2) ^ 3)
  refine h.congr_deriv ?_
  ring
```

This is the formula for $P''$, again obtained from the product rule and `ring`.

The following theorem gives four one-sided slopes of `deriv (switch a b)`, Mathlib's derivative of the switch. Mathlib sets `deriv` to zero wherever a function is not differentiable, but the switch is differentiable everywhere, so here it is the true $S'$.

```lean
/-- For `0 < a < b` the derivative of the switch has left and right slopes `0` and
`-24a²/(b²-a²)²` at `a`, and `24b²/(b²-a²)²` and `0` at `b`. -/
theorem one_sided_curvatures {a b : ℝ} (ha : 0 < a) (hab : a < b) :
    (HasDerivWithinAt (deriv (switch a b)) 0 (Iic a) a ∧
      HasDerivWithinAt (deriv (switch a b)) (-24 * a ^ 2 / (b ^ 2 - a ^ 2) ^ 2) (Ici a) a) ∧
    (HasDerivWithinAt (deriv (switch a b)) (24 * b ^ 2 / (b ^ 2 - a ^ 2) ^ 2) (Iic b) b ∧
      HasDerivWithinAt (deriv (switch a b)) 0 (Ici b) b) := by
  have hD : b ^ 2 - a ^ 2 ≠ 0 := by nlinarith
  have hd : deriv (switch a b) = switchSlope a b :=
    funext fun r => (hasDerivAt_switch ha hab r).deriv
  have hmid : ∀ y, a ≤ y → y ≤ b → switchSlope a b y = midSlope a b y := by
    intro y h1 h2
    rcases eq_or_lt_of_le h1 with e | e
    · subst e
      simp [switchSlope, midSlope]
    · simp [switchSlope, not_le.mpr e, h2]
  have hout : ∀ y, b ≤ y → switchSlope a b y = 0 := by
    intro y h
    rcases eq_or_lt_of_le h with e | e
    · subst e
      simp [switchSlope, midSlope]
    · simp [switchSlope, not_le.mpr e]
  rw [hd]
  refine ⟨⟨?_, ?_⟩, ?_, ?_⟩
  · exact (hasDerivWithinAt_const a (Iic a) (0 : ℝ)).congr
      (fun y hy => if_pos hy) (if_pos le_rfl)
  · have h := ((hasDerivAt_midSlope a b a).hasDerivWithinAt (s := Ici a)).congr_of_eventuallyEq
      (f₁ := switchSlope a b) (by
        filter_upwards [self_mem_nhdsWithin, mem_nhdsWithin_of_mem_nhds (Iio_mem_nhds hab)]
          with y h1 h2
        exact hmid y h1 (mem_Iio.mp h2).le) (hmid a le_rfl hab.le)
    refine h.congr_deriv ?_
    rw [div_eq_div_iff (pow_ne_zero 3 hD) (pow_ne_zero 2 hD)]
    ring
  · have h := ((hasDerivAt_midSlope a b b).hasDerivWithinAt (s := Iic b)).congr_of_eventuallyEq
      (f₁ := switchSlope a b) (by
        filter_upwards [self_mem_nhdsWithin, mem_nhdsWithin_of_mem_nhds (Ioi_mem_nhds hab)]
          with y h1 h2
        exact hmid y (mem_Ioi.mp h2).le h1) (hmid b hab.le le_rfl)
    refine h.congr_deriv ?_
    rw [div_eq_div_iff (pow_ne_zero 3 hD) (pow_ne_zero 2 hD)]
    ring
  · exact (hasDerivWithinAt_const b (Ici b) (0 : ℝ)).congr
      (fun y hy => hout y hy) (hout b le_rfl)
```

The first step replaces `deriv (switch a b)` by `switchSlope a b`. The definition of `switchSlope` assigns the point $a$ to the zero branch and the point $b$ to the middle one. The auxiliary facts `hmid` and `hout` show that this makes no difference: the slope equals $P'$ on the closed interval $[a,b]$ and zero from $b$ onward. The two nonzero values then come from $P''$ at the ends, with one factor of $D$ cancelled.

## Regularity of the switch

```lean
/-- For `0 < a < b` the switch is continuously differentiable and nonincreasing, but it is
twice differentiable neither at `a` nor at `b`. -/
theorem switch_regularity {a b : ℝ} (ha : 0 < a) (hab : a < b) :
    ContDiff ℝ 1 (switch a b) ∧ Antitone (switch a b) ∧
      ¬ DifferentiableAt ℝ (deriv (switch a b)) a ∧
      ¬ DifferentiableAt ℝ (deriv (switch a b)) b := by
  have hb : 0 < b := ha.trans hab
  have hD : 0 < b ^ 2 - a ^ 2 := by nlinarith
  have hdiff : Differentiable ℝ (switch a b) :=
    fun r => (hasDerivAt_switch ha hab r).differentiableAt
  have hd : deriv (switch a b) = switchSlope a b :=
    funext fun r => (hasDerivAt_switch ha hab r).deriv
  -- unequal one-sided slopes exclude a derivative
  have kink : ∀ {c p q : ℝ}, HasDerivWithinAt (deriv (switch a b)) p (Iic c) c →
      HasDerivWithinAt (deriv (switch a b)) q (Ici c) c → p ≠ q →
      ¬ DifferentiableAt ℝ (deriv (switch a b)) c := by
    intro c p q hl hr hne h
    have e1 := (uniqueDiffOn_Iic c c (mem_Iic.mpr le_rfl)).eq_deriv _ hl
      h.hasDerivAt.hasDerivWithinAt
    have e2 := (uniqueDiffOn_Ici c c (mem_Ici.mpr le_rfl)).eq_deriv _ hr
      h.hasDerivAt.hasDerivWithinAt
    exact hne (e1.trans e2.symm)
  obtain ⟨⟨al, ar⟩, bl, br⟩ := one_sided_curvatures ha hab
  refine ⟨contDiff_one_iff_deriv.mpr ⟨hdiff, ?_⟩, antitone_of_deriv_nonpos hdiff ?_,
    kink al ar ?_, kink bl br ?_⟩
  · rw [hd]
    have hm : Continuous (midSlope a b) :=
      continuous_iff_continuousAt.mpr fun r => (hasDerivAt_midSlope a b r).continuousAt
    refine Continuous.if_le continuous_const
      (Continuous.if_le hm continuous_const continuous_id continuous_const ?_)
      continuous_id continuous_const ?_
    · rintro x rfl
      simp [midSlope]
    · rintro x rfl
      simp [midSlope]
  · intro r
    rw [hd]
    unfold switchSlope
    split_ifs with h1 h2
    · exact le_rfl
    · have hr : a < r := not_le.mp h1
      have p1 : 0 ≤ b ^ 2 - r ^ 2 := by nlinarith
      have p2 : 0 ≤ r ^ 2 - a ^ 2 := by nlinarith
      have p3 := mul_nonneg (mul_nonneg (ha.trans hr).le p1) p2
      exact div_nonpos_of_nonpos_of_nonneg (by nlinarith [p3]) (pow_pos hD 3).le
    · exact le_rfl
  · have : 0 < 24 * a ^ 2 / (b ^ 2 - a ^ 2) ^ 2 := by positivity
    intro h
    rw [neg_mul, neg_div] at h
    linarith
  · have : 0 < 24 * b ^ 2 / (b ^ 2 - a ^ 2) ^ 2 := by positivity
    exact this.ne'
```

`ContDiff ℝ 1` is continuous differentiability on the whole line, and `Antitone` means nonincreasing. The last two clauses say that $S'$ is not differentiable at $a$ and at $b$, which is the failure of second differentiability.

The local statement `kink` carries the argument for these clauses. A derivative of $S'$ at `c` would also be its derivative within each half-line, and derivatives within a half-line are unique, so the two one-sided slopes would have to be equal. For continuity, the proof checks that the branches of the slope agree at the joints. For monotonicity, it bounds the slope by the signs of its factors, where `p1` and `p2` are $b^2-r^2\ge 0$ and $r^2-a^2\ge 0$.

The clause at $a$ needs $a\neq 0$: for $a=0$ the value $-24a^2/D^2$ is zero, and the two one-sided slopes there coincide.

## Switched pair potentials

```lean
/-- For `0 < a < b`, a pair potential continuously differentiable on `r > 0` remains so when
multiplied by the switch; it is unchanged up to `a` and vanishes from `b` onward. -/
theorem switched_potential {a b : ℝ} (ha : 0 < a) (hab : a < b) {V : ℝ → ℝ}
    (hV : ContDiffOn ℝ 1 V (Ioi 0)) :
    ContDiffOn ℝ 1 (fun r => V r * switch a b r) (Ioi 0) ∧
      (∀ r, r ≤ a → V r * switch a b r = V r) ∧
      (∀ r, b ≤ r → V r * switch a b r = 0) := by
  refine ⟨hV.mul (switch_regularity ha hab).1.contDiffOn, fun r h => ?_, fun r h => ?_⟩
  · simp [switch, h]
  · rcases eq_or_lt_of_le h with e | e
    · subst e
      simp [switch, midSwitch, not_le.mpr hab]
    · simp [switch, not_le.mpr e, not_le.mpr (hab.trans e)]
```

The potential `V` is any real function that is continuously differentiable on `Ioi 0`, the set $r>0$. A divergence at the origin, as in a Coulomb or Lennard-Jones potential, is therefore allowed. The first clause is the product rule; the other two follow from the branches of the definition, with $P(b)=0$ used at the cutoff.

The theorem treats the energy as a function of one distance. To reach forces on atoms in space, one composes it with the interatomic distance as a function of the positions, which is smooth as long as the two atoms do not coincide. The failure of second differentiability is likewise stated for the switch alone, and a product $VS$ may behave better at $b$ if $V$ happens to vanish there.

```lean
/-- For `0 < a < b` the switch lies between zero and one at every distance. -/
theorem switch_mem_Icc {a b : ℝ} (ha : 0 < a) (hab : a < b) (r : ℝ) :
    switch a b r ∈ Icc (0 : ℝ) 1 := by
  have hanti := (switch_regularity ha hab).2.1
  constructor
  · -- compare with a point beyond the cutoff
    have h := hanti (le_max_left r b)
    have h0 := (switched_potential ha hab (V := fun _ => 1) contDiffOn_const).2.2
      (max r b) (le_max_right r b)
    linarith
  · -- compare with a point in the unswitched region
    have h := hanti (min_le_left r a)
    have h1 : switch a b (min r a) = 1 := if_pos (min_le_right r a)
    linarith

end

end SquaredDistanceSwitch
```

The bounds follow from monotonicity by comparison with two points where the value is known. The point `max r b` lies at or beyond the cutoff, where the switch is zero; this is read off from the previous theorem with the constant potential $1$. The point `min r a` lies in the unswitched region, where the switch is one. A switched potential thus never exceeds the original one in magnitude.

```lean
#print axioms SquaredDistanceSwitch.hasDerivAt_switch
#print axioms SquaredDistanceSwitch.switch_mem_Icc
```

```
'SquaredDistanceSwitch.hasDerivAt_switch' depends on axioms: [propext, Classical.choice, Quot.sound]
'SquaredDistanceSwitch.switch_mem_Icc' depends on axioms: [propext, Classical.choice, Quot.sound]
```
